# A lattice density belongs to a real Slater determinant of N spinless electrons exactly when its values lie in [0, 1] and sum to N

Which site densities can a single Slater determinant have on a finite lattice? Here the determinant is represented by its one-particle density matrix $P$, with real entries $P_{ij}$ between sites $i$ and $j$, so that the site density is the diagonal $P_{ii}$. The electrons are spinless and each site has one orbital, so a site holds at most one electron.

In the code `n` is the finite set of sites, not a density, and `N` is the number of electrons.

In Lean 4 with Mathlib:

```lean
import Mathlib

open Matrix

namespace DeterminantRepresentability

noncomputable section

variable {n : Type*} [Fintype n] [DecidableEq n] {N : ℕ}
```

## Determinants as projectors

If $N$ orthonormal real orbitals are the columns of a matrix $V$, then $P=VV^T$ is the projector onto the occupied space. It satisfies $P^T=P$, $P^2=P$ and $\operatorname{tr}P=N$. These three properties are taken as the definition.

```lean
/-- The one-particle density matrix of a real `N`-electron Slater determinant:
symmetric, idempotent and of trace `N`. -/
structure IsDeterminant (N : ℕ) (P : Matrix n n ℝ) : Prop where
  symm : Pᵀ = P
  idem : P * P = P
  trace_eq : P.trace = N
```

For a prescribed density $\rho$, the constrained search minimizes an energy over all such $P$ with $P_{ii}=\rho_i$ at every site.

```lean
/-- The domain of the constrained search: all real `N`-electron determinants with site density `ρ`.
-/
def searchSet (N : ℕ) (ρ : n → ℝ) : Set (Matrix n n ℝ) :=
  {P | IsDeterminant N P ∧ P.diag = ρ}
```

## Moving density by a rotation

The density of the orbitals at site $i$ is $d_i=\sum_k V_{ik}^2$, where $k$ labels the orbitals.

```lean
/-- The density at site `i` of `N` occupied orbitals, the columns of `V`. -/
def siteDensity (V : Matrix n (Fin N) ℝ) (i : n) : ℝ := ∑ k, V i k ^ 2
```

Rotating the amplitudes on two sites $i\neq j$ by an angle $\theta$ gives
$$V'_{ik}=\cos\theta\,V_{ik}+\sin\theta\,V_{jk},\qquad V'_{jk}=-\sin\theta\,V_{ik}+\cos\theta\,V_{jk},$$
and leaves the other rows alone.

```lean
/-- Rotate the amplitudes of all orbitals on the sites `i` and `j` by the angle `θ`. -/
def mixSites (i j : n) (θ : ℝ) (V : Matrix n (Fin N) ℝ) : Matrix n (Fin N) ℝ :=
  Matrix.of fun m k =>
    if m = i then Real.cos θ * V i k + Real.sin θ * V j k
    else if m = j then -Real.sin θ * V i k + Real.cos θ * V j k
    else V m k
```

The overlap of orbitals $k$ and $l$ is a sum over sites, in which only two terms change. Their cross terms cancel, and $\sin^2\theta+\cos^2\theta=1$ gives
$$V'_{ik}V'_{il}+V'_{jk}V'_{jl}=V_{ik}V_{il}+V_{jk}V_{jl}.$$
Orthonormality, `Vᵀ * V = 1`, therefore survives. The `linear_combination` step is this identity.

```lean
/-- Mixing two distinct sites by a rotation keeps orthonormal orbitals orthonormal. -/
theorem mixSites_orthonormal {i j : n} (hij : i ≠ j) (θ : ℝ) {V : Matrix n (Fin N) ℝ}
    (hV : Vᵀ * V = 1) : (mixSites i j θ V)ᵀ * mixSites i j θ V = 1 := by
  ext k l
  -- only the two mixed sites can change the overlap, and their changes cancel
  have h0 : ∑ m, (mixSites i j θ V m k * mixSites i j θ V m l - V m k * V m l) = 0 := by
    rw [Fintype.sum_eq_add i j hij]
    · simp only [mixSites, Matrix.of_apply, hij.symm, if_true, if_false]
      linear_combination (V i k * V i l + V j k * V j l) * Real.sin_sq_add_cos_sq θ
    · rintro m ⟨h1, h2⟩
      simp [mixSites, h1, h2]
  rw [Finset.sum_sub_distrib] at h0
  have h1 := congrArg (fun A => A k l) hV
  simp only [Matrix.mul_apply, Matrix.transpose_apply] at h1 ⊢
  linarith
```

The new density at $i$ is $f(\theta)=\sum_k(\cos\theta\,V_{ik}+\sin\theta\,V_{jk})^2$. It is continuous, with $f(0)=d_i$ and $f(\pi/2)=d_j$. If $d_j\le t\le d_i$, the intermediate value theorem gives an angle with $f(\theta)=t$. Setting $k=l$ in the identity above and summing over $k$ shows that $d_i+d_j$ is conserved, so the new density at $j$ is $d_i+d_j-t$.

```lean
omit [Fintype n] in
/-- If the first of two distinct sites has at least the density of the second, a rotation of the two
can bring the density of the first to any value `t` between the two old densities; their sum and the
densities of all other sites are kept. -/
theorem exists_mixing_angle {i j : n} (hij : i ≠ j) (V : Matrix n (Fin N) ℝ) {t : ℝ}
    (hj : siteDensity V j ≤ t) (hi : t ≤ siteDensity V i) :
    ∃ θ : ℝ, siteDensity (mixSites i j θ V) i = t ∧
      siteDensity (mixSites i j θ V) j = siteDensity V i + siteDensity V j - t ∧
      ∀ m, m ≠ i → m ≠ j → siteDensity (mixSites i j θ V) m = siteDensity V m := by
  let f : ℝ → ℝ := fun θ => ∑ k, (Real.cos θ * V i k + Real.sin θ * V j k) ^ 2
  have hf : Continuous f := by
    unfold f
    fun_prop
  have f0 : f 0 = siteDensity V i := by simp [f, siteDensity]
  have f1 : f (Real.pi / 2) = siteDensity V j := by simp [f, siteDensity]
  -- a quarter turn exchanges the two densities, so `t` is met on the way
  obtain ⟨θ, -, hθ⟩ := intermediate_value_Icc' (by positivity : (0 : ℝ) ≤ Real.pi / 2)
    hf.continuousOn (show t ∈ Set.Icc (f (Real.pi / 2)) (f 0) by
      rw [f0, f1]; exact ⟨hj, hi⟩)
  have hti : siteDensity (mixSites i j θ V) i = t := by
    rw [← hθ]
    simp [f, siteDensity, mixSites]
  have hsum : siteDensity (mixSites i j θ V) i + siteDensity (mixSites i j θ V) j
      = siteDensity V i + siteDensity V j := by
    simp only [siteDensity, ← Finset.sum_add_distrib]
    refine Finset.sum_congr rfl fun k _ => ?_
    simp only [mixSites, Matrix.of_apply, hij.symm, if_true, if_false]
    linear_combination (V i k ^ 2 + V j k ^ 2) * Real.sin_sq_add_cos_sq θ
  refine ⟨θ, hti, by linarith, fun m h1 h2 => ?_⟩
  simp [siteDensity, mixSites, h1, h2]
```

## Building the orbitals

If every $\rho_i$ is 0 or 1, the sum $N$ counts the filled sites. Put one orbital entirely on each of them. These orbitals are orthonormal and have density $\rho$. The bijection `e` numbers the filled sites by the orbital labels.

```lean
/-- If every site is empty or filled and the total is `N`, then `N` orthonormal orbitals
have this density. -/
theorem exists_localized_orbitals (ρ : n → ℝ) (h : ∀ i, ρ i = 0 ∨ ρ i = 1)
    (hs : ∑ i, ρ i = N) :
    ∃ V : Matrix n (Fin N) ℝ, Vᵀ * V = 1 ∧ ∀ i, siteDensity V i = ρ i := by
  let S : Finset n := Finset.univ.filter fun i => ρ i = 1
  have hS : S.card = N := by
    have h1 : ∑ i, ρ i = ∑ i, if ρ i = 1 then (1 : ℝ) else 0 :=
      Finset.sum_congr rfl fun i _ => by rcases h i with h | h <;> simp [h]
    rw [h1, Finset.sum_boole] at hs
    exact_mod_cast hs
  -- one orbital on each filled site
  let e : S ≃ Fin N := S.equivFinOfCardEq hS
  have hinj : ∀ k l, ((e.symm k : n) = e.symm l) ↔ k = l := fun k l =>
    ⟨fun h => e.symm.injective (Subtype.ext h), fun h => by rw [h]⟩
  refine ⟨Matrix.of fun i k => if i = (e.symm k : n) then 1 else 0, ?_, fun i => ?_⟩
  · ext k l
    simp only [Matrix.mul_apply, Matrix.transpose_apply, Matrix.of_apply, Matrix.one_apply,
      ite_mul, one_mul, zero_mul, Finset.sum_ite_eq', Finset.mem_univ, if_true, hinj]
  · simp only [siteDensity, Matrix.of_apply]
    rcases h i with hi | hi
    · rw [hi]
      refine Finset.sum_eq_zero fun k _ => ?_
      have hk : ρ (e.symm k : n) = 1 := (Finset.mem_filter.mp (e.symm k).2).2
      have hne : i ≠ (e.symm k : n) := by
        intro h'
        rw [← h', hi] at hk
        exact zero_ne_one hk
      simp [hne]
    · have hiS : i ∈ S := Finset.mem_filter.mpr ⟨Finset.mem_univ i, hi⟩
      rw [hi, Finset.sum_eq_single (e ⟨i, hiS⟩)]
      · simp
      · intro b _ hb
        have hne : i ≠ (e.symm b : n) := by
          intro h'
          apply hb
          apply e.symm.injective
          apply Subtype.ext
          rw [e.symm_apply_apply]
          exact h'.symm
        simp [hne]
      · intro h'
        exact absurd (Finset.mem_univ _) h'
```

For general $\rho$, use induction on the number of fractional sites, those with $0<\rho_i<1$. Suppose $i$ is one of them. If it were the only one, the others would contribute an integer $K$, and $N=K+\rho_i$ would lie strictly between $K$ and $K+1$, which is impossible. So there is a second fractional site $j$.

Let $s=\rho_i+\rho_j$ and replace $(\rho_i,\rho_j)$ by
$$(a,b)=\begin{cases}(s,0), & s\le 1,\\ (1,s-1), & s\ge 1.\end{cases}$$
The total is unchanged, all values stay in $[0,1]$, and at least one of the two sites is no longer fractional. By induction, orbitals with the new density exist; the code calls this density `σ`, which has nothing to do with spin. Since $0\le\rho_j\le1$, we have $b\le\rho_i\le a$, so a rotation brings site $i$ back to $\rho_i$. Conservation of the sum then restores $\rho_j$.

```lean
/-- Every density with values in `[0, 1]` and total `N` is the density of `N` real
orthonormal orbitals. -/
theorem exists_orbitals (ρ : n → ℝ) (hρ : ∀ i, 0 ≤ ρ i ∧ ρ i ≤ 1) (hs : ∑ i, ρ i = N) :
    ∃ V : Matrix n (Fin N) ℝ, Vᵀ * V = 1 ∧ ∀ i, siteDensity V i = ρ i := by
  -- induction on the number of fractionally filled sites
  have key : ∀ m : ℕ, ∀ ρ : n → ℝ,
      (Finset.univ.filter fun i => ρ i ≠ 0 ∧ ρ i ≠ 1).card = m →
      (∀ i, 0 ≤ ρ i ∧ ρ i ≤ 1) → ∑ i, ρ i = N →
      ∃ V : Matrix n (Fin N) ℝ, Vᵀ * V = 1 ∧ ∀ i, siteDensity V i = ρ i := by
    intro m
    induction m using Nat.strong_induction_on with
    | _ m ih =>
      intro ρ hm hρ hs
      by_cases hint : ∀ i, ρ i = 0 ∨ ρ i = 1
      · exact exists_localized_orbitals ρ hint hs
      push Not at hint
      obtain ⟨i, hi⟩ := hint
      -- the integer total forces a second fractional site
      have hex : ∃ j, j ≠ i ∧ ρ j ≠ 0 ∧ ρ j ≠ 1 := by
        by_contra hno
        have hall : ∀ j, j ≠ i → ρ j = 0 ∨ ρ j = 1 := by
          intro j hj
          by_contra hc
          exact hno ⟨j, hj, fun h => hc (Or.inl h), fun h => hc (Or.inr h)⟩
        have h1 : ∑ j ∈ Finset.univ.erase i, ρ j
            = ∑ j ∈ Finset.univ.erase i, if ρ j = 1 then (1 : ℝ) else 0 :=
          Finset.sum_congr rfl fun j hj => by
            rcases hall j (Finset.ne_of_mem_erase hj) with h | h <;> simp [h]
        rw [← Finset.add_sum_erase _ _ (Finset.mem_univ i), h1, Finset.sum_boole] at hs
        have hpos := lt_of_le_of_ne (hρ i).1 hi.1.symm
        have hlt := lt_of_le_of_ne (hρ i).2 hi.2
        generalize ((Finset.univ.erase i).filter fun j => ρ j = 1).card = K at hs
        have hK1 : K < N := by
          have : (K : ℝ) < N := by linarith
          exact_mod_cast this
        have hK2 : N < K + 1 := by
          have : (N : ℝ) < K + 1 := by linarith
          exact_mod_cast this
        omega
      obtain ⟨j, hji, hj⟩ := hex
      -- shift density from `j` to `i` until `i` is full or `j` is empty
      have hab : ∃ a b : ℝ, a + b = ρ i + ρ j ∧ b ≤ ρ i ∧ ρ i ≤ a ∧ 0 ≤ b ∧ a ≤ 1 ∧
          (a = 1 ∨ b = 0) := by
        have hi' := hρ i
        have hj' := hρ j
        rcases le_total (ρ i + ρ j) 1 with h | h
        · exact ⟨ρ i + ρ j, 0, by ring, hi'.1, by linarith, le_rfl, h, Or.inr rfl⟩
        · exact ⟨1, ρ i + ρ j - 1, by ring, by linarith, hi'.2, by linarith, le_rfl, Or.inl rfl⟩
      obtain ⟨a, b, hsum, hb, ha, hb0, ha1, hend⟩ := hab
      let σ : n → ℝ := fun m => if m = i then a else if m = j then b else ρ m
      have σi : σ i = a := by simp [σ]
      have σj : σ j = b := by simp [σ, hji]
      have σo : ∀ m, m ≠ i → m ≠ j → σ m = ρ m := fun m h1 h2 => by simp [σ, h1, h2]
      have hσ : ∀ m, 0 ≤ σ m ∧ σ m ≤ 1 := by
        intro m
        by_cases h1 : m = i
        · rw [h1, σi]; exact ⟨(hρ i).1.trans ha, ha1⟩
        by_cases h2 : m = j
        · rw [h2, σj]; exact ⟨hb0, hb.trans (hρ i).2⟩
        rw [σo m h1 h2]; exact hρ m
      have hσs : ∑ m, σ m = N := by
        have h0 : ∑ m, (σ m - ρ m) = 0 := by
          rw [Fintype.sum_eq_add i j hji.symm]
          · rw [σi, σj]; linarith
          · rintro m ⟨h1, h2⟩
            rw [σo m h1 h2, sub_self]
        rw [Finset.sum_sub_distrib] at h0
        linarith
      have hlt : (Finset.univ.filter fun m => σ m ≠ 0 ∧ σ m ≠ 1).card < m := by
        rw [← hm]
        apply Finset.card_lt_card
        have hsub : (Finset.univ.filter fun m => σ m ≠ 0 ∧ σ m ≠ 1) ⊆
            Finset.univ.filter fun m => ρ m ≠ 0 ∧ ρ m ≠ 1 := by
          intro x hx
          rw [Finset.mem_filter] at hx ⊢
          refine ⟨Finset.mem_univ x, ?_⟩
          by_cases h1 : x = i
          · rw [h1]; exact hi
          by_cases h2 : x = j
          · rw [h2]; exact hj
          rw [← σo x h1 h2]; exact hx.2
        rw [Finset.ssubset_iff_of_subset hsub]
        rcases hend with h | h
        · exact ⟨i, Finset.mem_filter.mpr ⟨Finset.mem_univ i, hi⟩,
            fun hx => (Finset.mem_filter.mp hx).2.2 (σi.trans h)⟩
        · exact ⟨j, Finset.mem_filter.mpr ⟨Finset.mem_univ j, hj⟩,
            fun hx => (Finset.mem_filter.mp hx).2.1 (σj.trans h)⟩
      obtain ⟨V, hV, hd⟩ := ih _ hlt σ rfl hσ hσs
      -- rotate the two sites back to the wanted densities
      obtain ⟨θ, h1, h2, h3⟩ := exists_mixing_angle hji.symm V (t := ρ i)
        (by rw [hd, σj]; exact hb) (by rw [hd, σi]; exact ha)
      refine ⟨mixSites i j θ V, mixSites_orthonormal hji.symm θ hV, fun x => ?_⟩
      by_cases hx : x = i
      · rw [hx, h1]
      by_cases hy : x = j
      · rw [hy, h2, hd, hd, σi, σj]; linarith
      rw [h3 x hx hy, hd, σo x hx hy]
  exact key _ ρ rfl hρ hs
```

The matrix $P=VV^T$ has the required properties: it is symmetric, $VV^TVV^T=V(V^TV)V^T=VV^T$, and $\operatorname{tr}VV^T=\operatorname{tr}V^TV=N$.

```lean
omit [DecidableEq n] in
/-- For `N` orthonormal orbitals `V`, the matrix `V Vᵀ` is the density matrix of an
`N`-electron determinant. -/
theorem isDeterminant_of_orbitals {V : Matrix n (Fin N) ℝ} (hV : Vᵀ * V = 1) :
    IsDeterminant N (V * Vᵀ) where
  symm := by rw [Matrix.transpose_mul, Matrix.transpose_transpose]
  idem := by
    calc V * Vᵀ * (V * Vᵀ) = V * (Vᵀ * V) * Vᵀ := by simp only [Matrix.mul_assoc]
      _ = V * Vᵀ := by rw [hV, Matrix.mul_one]
  trace_eq := by rw [Matrix.trace_mul_comm, hV, Matrix.trace_one, Fintype.card_fin]
```

## Two electrons on three sites

Take $\rho=(\tfrac12,\tfrac34,\tfrac34)$. Shifting density from site 2 to site 1 gives $(1,\tfrac14,\tfrac34)$, and from site 3 to site 2 gives $(1,1,0)$. Start with orbitals localized on sites 1 and 2. Rotate sites 2 and 3 with $\cos\theta=\tfrac12$, then sites 1 and 2 with $\cos\theta=1/\sqrt3$, taking both sines positive:
$$V=\begin{pmatrix}1/\sqrt3&1/\sqrt6\\-\sqrt{2/3}&1/(2\sqrt3)\\0&-\sqrt3/2\end{pmatrix},\qquad
VV^T=\begin{pmatrix}\tfrac12&-\tfrac{\sqrt2}4&-\tfrac{\sqrt2}4\\-\tfrac{\sqrt2}4&\tfrac34&-\tfrac14\\-\tfrac{\sqrt2}4&-\tfrac14&\tfrac34\end{pmatrix}.$$
The diagonal is $\rho$.

## Why no other density occurs

For any admissible $P$, symmetry and idempotency give
$$P_{ii}=\sum_k P_{ik}P_{ki}=\sum_k P_{ik}^2\ge P_{ij}^2,$$
where $k$ now runs over sites.

```lean
omit [DecidableEq n] in
/-- In a determinant the squared density-matrix element between sites `i` and `j` is at most
the density at `i`. -/
theorem IsDeterminant.sq_le {P : Matrix n n ℝ} (hP : IsDeterminant N P) (i j : n) :
    P i j ^ 2 ≤ P i i := by
  have h : P i i = ∑ k, P i k ^ 2 := by
    have h1 := congrArg (fun A => A i i) hP.idem
    simp only [Matrix.mul_apply] at h1
    rw [← h1]
    refine Finset.sum_congr rfl fun k _ => ?_
    have h2 : P k i = P i k := congrArg (fun A => A i k) hP.symm
    rw [h2, sq]
  rw [h]
  exact Finset.single_le_sum (f := fun k => P i k ^ 2) (fun k _ => sq_nonneg _)
    (Finset.mem_univ j)
```

Taking $j=i$ gives $P_{ii}^2\le P_{ii}$, hence $0\le P_{ii}\le1$, and the trace gives $\sum_iP_{ii}=N$. This is the forward direction of the equivalence; the constructed orbitals supply the reverse direction.

```lean
/-- The constrained search over single `N`-electron determinants of site density `ρ` is nonempty
exactly when `ρ` has values in `[0, 1]` and total `N`. -/
theorem searchSet_nonempty_iff (N : ℕ) (ρ : n → ℝ) :
    (searchSet N ρ).Nonempty ↔ (∀ i, 0 ≤ ρ i ∧ ρ i ≤ 1) ∧ ∑ i, ρ i = N := by
  constructor
  · rintro ⟨P, hP, rfl⟩
    refine ⟨fun i => ?_, hP.trace_eq⟩
    have h := hP.sq_le i i
    change 0 ≤ P i i ∧ P i i ≤ 1
    constructor <;> nlinarith [sq_nonneg (P i i), sq_nonneg (P i i - 1)]
  · rintro ⟨hρ, hs⟩
    obtain ⟨V, hV, hd⟩ := exists_orbitals ρ hρ hs
    refine ⟨V * Vᵀ, isDeterminant_of_orbitals hV, funext fun i => ?_⟩
    rw [← hd i]
    simp [Matrix.diag_apply, Matrix.mul_apply, siteDensity, sq]
```

## The minimum is attained

Let $\rho$ satisfy the two conditions, and let $E$ be a real function continuous on all real matrices over the sites. The search set is closed, because it is defined by equations between continuous functions of $P$. It is bounded, because $P_{ij}^2\le P_{ii}=\rho_i\le1$. It is therefore compact, and it is nonempty by the equivalence, so $E$ attains its minimum on it.

```lean
/-- For a density with values in `[0, 1]` and total `N`, every continuous energy functional of the
density matrix attains its minimum over the real `N`-electron determinants with that density. -/
theorem constrained_search_attained (ρ : n → ℝ) (hρ : ∀ i, 0 ≤ ρ i ∧ ρ i ≤ 1)
    (hs : ∑ i, ρ i = N) (E : Matrix n n ℝ → ℝ) (hE : Continuous E) :
    ∃ P ∈ searchSet N ρ, ∀ Q ∈ searchSet N ρ, E P ≤ E Q := by
  have hclosed : IsClosed (searchSet N ρ) := by
    have h : searchSet N ρ = {P | Pᵀ = P} ∩ ({P | P * P = P} ∩
        ({P | P.trace = (N : ℝ)} ∩ {P | P.diag = ρ})) := by
      ext P
      constructor
      · rintro ⟨⟨a, b, c⟩, d⟩
        exact ⟨a, b, c, d⟩
      · rintro ⟨a, b, c, d⟩
        exact ⟨⟨a, b, c⟩, d⟩
    rw [h]
    exact (isClosed_eq continuous_id.matrix_transpose continuous_id).inter
      ((isClosed_eq (continuous_id.matrix_mul continuous_id) continuous_id).inter
        ((isClosed_eq continuous_id.matrix_trace continuous_const).inter
          (isClosed_eq continuous_id.matrix_diag continuous_const)))
  -- all matrix elements lie in `[-1, 1]`, so the search set is compact
  have hbox : IsCompact (Set.pi Set.univ fun _ : n => Set.pi Set.univ fun _ : n =>
      Set.Icc (-1 : ℝ) 1 : Set (Matrix n n ℝ)) :=
    isCompact_univ_pi fun _ => isCompact_univ_pi fun _ => isCompact_Icc
  have hcompact : IsCompact (searchSet N ρ) := by
    refine hbox.of_isClosed_subset hclosed ?_
    rintro P ⟨hP, hd⟩ i - j -
    have h1 := hP.sq_le i j
    have h2 : P i i = ρ i := congrFun hd i
    have h3 := (hρ i).2
    exact abs_le.mp ((sq_le_one_iff_abs_le_one _).mp (by linarith))
  obtain ⟨P, hP, hmin⟩ := hcompact.exists_isMinOn
    ((searchSet_nonempty_iff N ρ).mpr ⟨hρ, hs⟩) hE.continuousOn
  exact ⟨P, hP, fun Q hQ => hmin hQ⟩

end

end DeterminantRepresentability
```

For a real symmetric hopping matrix $h$, take $E(P)=\operatorname{tr}(hP)$. Its minimum over the search set, as a function of $\rho$, is the non-interacting kinetic energy functional of lattice density functional theory in its single-determinant form, restricted to real orbitals on finitely many sites. The theorem gives a minimizing $P$, but does not say that it is the ground state of some site potential.

The step from this model to many-electron wave functions is the standard identification of each such projector with a Slater determinant: the spectral theorem supplies $N$ orthonormal occupied orbitals, which are then antisymmetrized. The code works with orbitals and projectors and does not construct the wave functions.

```lean
#print axioms DeterminantRepresentability.constrained_search_attained
```

```
'DeterminantRepresentability.constrained_search_attained' depends on axioms: [propext, Classical.choice, Quot.sound]
```
